# Phase amounts in a multiphase flash with fixed fugacity coefficients: a criterion for the minimum

**Q:** A feed of known composition is held at fixed temperature and pressure, and we want to know which candidate phases form and how much of each. You take the fugacity coefficients as constants, although they depend on the composition of each phase. Is that still a flash?

**A:** It is the part of a flash that finds the phase amounts for given coefficients. Let $z_i>0$ be the mole fraction of component $i$ in the feed, with $\sum_i z_i=1$, and let $b_j\ge 0$ be the moles of phase $j$ per mole of feed. Write $K_{ij}>0$ for the reciprocal fugacity coefficient of component $i$ in phase $j$. This is not the textbook K-value, which is a ratio of mole fractions in two phases.

Two points about a real mixture are left open. The coefficients must agree with the compositions that come out, and even then a phase or composition that was not among the candidates may give a lower Gibbs energy.

In the code, `ι` labels the components and `κ` the candidate phases. Both are finite in the theorems about the minimum.

In Lean 4 with Mathlib:

```lean
import Mathlib

namespace MultiphaseFlash

noncomputable section

variable {ι κ : Type*} [Fintype κ] {z : ι → ℝ} {K : ι → κ → ℝ} {b c : κ → ℝ}
```

**Q:** Which phase amounts may compete?

**A:** All nonnegative vectors with at least one positive entry. Their total is not fixed in advance.

```lean
/-- Phase amounts are admissible if none is negative and at least one is positive. -/
def Admissible (b : κ → ℝ) : Prop := (∀ j, 0 ≤ b j) ∧ ∃ j, 0 < b j
```

**Q:** And how do you get compositions from amounts?

**A:** Through
$$E_i=\sum_j K_{ij}b_j,\qquad x_{ij}=\frac{z_iK_{ij}}{E_i}.$$
Then $x_{ij}/K_{ij}=z_i/E_i$ is the same in every phase. For phases whose $x_{ij}$ sum to one, this is equality of fugacities, up to the common pressure factor.

```lean
/-- The sum `E_i = ∑_j K_ij b_j` over the phases, where `K_ij` is the reciprocal fugacity
coefficient of component `i` in phase `j`. -/
def phaseSum (K : ι → κ → ℝ) (b : κ → ℝ) (i : ι) : ℝ := ∑ j, K i j * b j

/-- The unnormalised fraction `x_ij = z_i K_ij / E_i` of component `i` in phase `j`, on the domain
where `E_i` is nonzero. -/
def phaseFrac (z : ι → ℝ) (K : ι → κ → ℝ) (b : κ → ℝ) (i : ι) (j : κ) : ℝ :=
  z i * K i j / phaseSum K b i
```

**Q:** `phaseFrac` sounds like a mole fraction, but nothing makes it sum to one.

**A:** Correct. Let $X_j=\sum_i x_{ij}$. The normalised composition of phase $j$ is $x_{ij}/X_j$, and it coincides with $x_{ij}$ only when $X_j=1$. Suppose that the sum is one in each phase present, so that these phases share the fugacities of the mixture. At its normalised composition, an absent phase $j$ then has fugacities $1/X_j$ times as large. So $X_j\le 1$ says that an absent phase would have fugacities at least as high as the mixture, and has no tendency to form.

**Q:** Is the division by $E_i$ safe, and is the feed conserved?

**A:** The division is safe, and the feed is conserved under a condition given below. Some $b_j$ is positive and all $K_{ij}$ are positive, so $E_i>0$. For any other amounts $c$,
$$\sum_j c_jx_{ij}(b)=z_i\frac{E_i(c)}{E_i(b)},$$
because the common factor $z_i/E_i(b)$ comes out of the sum. Setting $c=b$ gives the material balance $\sum_j b_jx_{ij}=z_i$. It holds for all admissible amounts, but $b_jx_{ij}$ is the amount of component $i$ in phase $j$ only if $X_j=1$. So it expresses conservation of the feed when $X_j=1$ in every phase present, which will turn out to be true at a minimum. The three lemmas below follow these lines, and the version with a general $c$ returns later.

```lean
/-- For positive `K_ij` and admissible phase amounts, every `E_i` is positive. -/
theorem phaseSum_pos (hK : ∀ i j, 0 < K i j) (hb : Admissible b) (i : ι) :
    0 < phaseSum K b i := by
  obtain ⟨j, hj⟩ := hb.2
  unfold phaseSum
  exact Finset.sum_pos' (fun k _ => mul_nonneg (hK i k).le (hb.1 k))
    ⟨j, Finset.mem_univ j, mul_pos (hK i j) hj⟩

/-- Weighting the `x_ij` of phase amounts `b` with other amounts `c` gives the feed `z_i` times
the ratio of the two sums `E_i`. -/
theorem sum_mul_phaseFrac (z : ι → ℝ) (K : ι → κ → ℝ) (b c : κ → ℝ) (i : ι) :
    ∑ j, c j * phaseFrac z K b i j = z i * (phaseSum K c i / phaseSum K b i) := by
  have h : ∀ j, c j * phaseFrac z K b i j = K i j * c j * (z i / phaseSum K b i) :=
    fun j => by unfold phaseFrac; ring
  rw [Finset.sum_congr rfl fun j _ => h j, ← Finset.sum_mul, ← phaseSum]
  ring

/-- Material balance: for positive `K_ij` and admissible phase amounts, the phases together
contain exactly the feed of each component. -/
theorem material_balance (hK : ∀ i j, 0 < K i j) (hb : Admissible b) (i : ι) :
    ∑ j, b j * phaseFrac z K b i j = z i := by
  rw [sum_mul_phaseFrac, div_self (phaseSum_pos hK hb i).ne', mul_one]
```

**Q:** What is being minimized? I would expect the Gibbs energy.

**A:** The function is
$$Q(b)=\sum_j b_j-\sum_i z_i\log E_i.$$
It is an auxiliary function of the phase amounts alone, and its physical content lies in the conditions at its minimum. `IsFlashMin` means a global minimum among admissible vectors, not merely a stationary point.

```lean
variable [Fintype ι]

/-- The flash objective `Q(b) = ∑_j b_j - ∑_i z_i log E_i` for feed `z`, on the domain where
all `E_i` are positive. -/
def flashQ (z : ι → ℝ) (K : ι → κ → ℝ) (b : κ → ℝ) : ℝ :=
  ∑ j, b j - ∑ i, z i * Real.log (phaseSum K b i)

/-- Admissible phase amounts that minimize the flash objective among all admissible ones. -/
def IsFlashMin (z : ι → ℝ) (K : ι → κ → ℝ) (b : κ → ℝ) : Prop :=
  Admissible b ∧ ∀ c, Admissible c → flashQ z K b ≤ flashQ z K c
```

**Q:** If the total is free, why should one mole of feed give one mole of phases?

**A:** Let $S=\sum_j b_j$ and compare $b$ with $b/S$. Every $E_i$ is divided by $S$, and $\sum_i z_i=1$, so
$$Q(b/S)-Q(b)=1-S+\log S.$$
This is negative unless $S=1$, so a minimizer has total one. In the proof, `hm` is the comparison with the rescaled vector, `hlog` splits the logarithm, and `h2` is the strict inequality $\log S<S-1$.

```lean
/-- For a feed summing to one and positive `K_ij`, a minimum of the flash objective has total
phase amount one. -/
theorem total_eq_one (hz1 : ∑ i, z i = 1) (hK : ∀ i j, 0 < K i j)
    (hb : IsFlashMin z K b) : ∑ j, b j = 1 := by
  obtain ⟨j, hj⟩ := hb.1.2
  have hS : 0 < ∑ k, b k :=
    Finset.sum_pos' (fun k _ => hb.1.1 k) ⟨j, Finset.mem_univ j, hj⟩
  by_contra hne
  have h2 := Real.log_lt_sub_one_of_pos hS hne
  obtain ⟨S, hs⟩ : ∃ S, S = ∑ k, b k := ⟨_, rfl⟩
  rw [← hs] at hS h2
  -- compare with the same phases rescaled to total one
  have hm := hb.2 (fun k => b k / S)
    ⟨fun k => div_nonneg (hb.1.1 k) hS.le, j, div_pos hj hS⟩
  have hone : ∑ k, b k / S = 1 := by rw [← Finset.sum_div, ← hs, div_self hS.ne']
  have hlog : ∀ i, z i * Real.log (phaseSum K (fun k => b k / S) i) =
      z i * Real.log (phaseSum K b i) - z i * Real.log S := fun i => by
    have hE : phaseSum K (fun k => b k / S) i = phaseSum K b i / S := by
      simp only [phaseSum, Finset.sum_div, mul_div_assoc]
    rw [hE, Real.log_div (phaseSum_pos hK hb.1 i).ne' hS.ne', mul_sub]
  unfold flashQ at hm
  rw [Finset.sum_congr rfl fun i _ => hlog i, Finset.sum_sub_distrib, ← Finset.sum_mul,
    hz1, hone, ← hs] at hm
  linarith
```

**Q:** Now the phase conditions. Do you differentiate $Q$?

**A:** A finite step is enough. Add an amount $t>0$ of phase $j$ to a minimizer $b$. The objective changes by
$$\Delta Q=t-\sum_i z_i\log\!\left(1+\frac{K_{ij}t}{E_i}\right).$$
For $u>0$ we have $\log(1+u)\ge u/(1+u)\ge u-u^2$; the second inequality holds because $(u-u^2)(1+u)=u-u^3\le u$. With $C=\sum_i z_i(K_{ij}/E_i)^2$ this gives
$$\Delta Q\le -t(X_j-1)+t^2C.$$
If $X_j>1$, choose $t=(X_j-1)/(C+1)$. The right side becomes $-t^2(C+1)+t^2C=-t^2<0$, which contradicts minimality. Hence $X_j\le 1$.

In the code, `hlow` is the bound on the logarithm, `hterm` applies it to each component, and the last `nlinarith` finds the contradiction.

```lean
/-- For a positive feed and positive `K_ij`, at a minimum of the flash objective the `x_ij` of
each phase sum to at most one. -/
theorem sum_phaseFrac_le_one (hz : ∀ i, 0 < z i) (hK : ∀ i j, 0 < K i j)
    (hb : IsFlashMin z K b) (j : κ) : ∑ i, phaseFrac z K b i j ≤ 1 := by
  classical
  have hE := phaseSum_pos hK hb.1
  have hlow : ∀ u : ℝ, 0 < u → u - u ^ 2 ≤ Real.log (1 + u) := fun u hu => by
    have h1 := Real.one_sub_inv_le_log_of_pos (show 0 < 1 + u by linarith)
    have h2 : (1 + u)⁻¹ ≤ 1 - u + u ^ 2 := by
      rw [inv_eq_one_div, div_le_iff₀ (by linarith)]
      nlinarith [pow_pos hu 3]
    linarith
  by_contra! hX
  obtain ⟨C, hC⟩ : ∃ C, C = ∑ i, z i * (K i j / phaseSum K b i) ^ 2 := ⟨_, rfl⟩
  have hC0 : 0 ≤ C := by
    rw [hC]
    exact Finset.sum_nonneg fun i _ => mul_nonneg (hz i).le (sq_nonneg _)
  have hC1 : 0 < C + 1 := by linarith
  -- a small amount t of phase j would lower the objective
  obtain ⟨t, ht, ht1⟩ : ∃ t : ℝ, 0 < t ∧ t * (C + 1) = ∑ i, phaseFrac z K b i j - 1 :=
    ⟨_, div_pos (sub_pos.mpr hX) hC1, div_mul_cancel₀ _ hC1.ne'⟩
  have hm := hb.2 (fun k => b k + if k = j then t else 0)
    ⟨fun k => add_nonneg (hb.1.1 k) (by split_ifs <;> linarith), j,
      by simpa using add_pos_of_nonneg_of_pos (hb.1.1 j) ht⟩
  have hEc : ∀ i, phaseSum K (fun k => b k + if k = j then t else 0) i =
      phaseSum K b i + K i j * t := fun i => by
    simp [phaseSum, mul_add, Finset.sum_add_distrib]
  have hsum : ∑ k, (b k + if k = j then t else 0) = ∑ k, b k + t := by
    simp [Finset.sum_add_distrib]
  simp only [flashQ, hEc] at hm
  rw [hsum] at hm
  have hterm : ∀ i, z i * Real.log (phaseSum K b i) + t * phaseFrac z K b i j -
      t ^ 2 * (z i * (K i j / phaseSum K b i) ^ 2) ≤
      z i * Real.log (phaseSum K b i + K i j * t) := fun i => by
    have hu := mul_pos (div_pos (hK i j) (hE i)) ht
    have hq : phaseSum K b i * (K i j / phaseSum K b i) = K i j := by
      have := (hE i).ne'
      field_simp
    have he : phaseSum K b i + K i j * t =
        phaseSum K b i * (1 + K i j / phaseSum K b i * t) := by
      linear_combination (-t) * hq
    have hl := mul_le_mul_of_nonneg_left (hlow _ hu) (hz i).le
    have hx : t * phaseFrac z K b i j - t ^ 2 * (z i * (K i j / phaseSum K b i) ^ 2) =
        z i * (K i j / phaseSum K b i * t - (K i j / phaseSum K b i * t) ^ 2) := by
      unfold phaseFrac; ring
    rw [he, Real.log_mul (hE i).ne' (add_pos one_pos hu).ne', mul_add, add_sub_assoc, hx]
    exact add_le_add le_rfl hl
  have h := Finset.sum_le_sum fun i (_ : i ∈ Finset.univ) => hterm i
  simp only [Finset.sum_add_distrib, Finset.sum_sub_distrib, ← Finset.mul_sum] at h
  rw [← hC] at h
  have h4 : t * (t * (C + 1)) = t * (∑ i, phaseFrac z K b i j - 1) := by rw [ht1]
  nlinarith [mul_pos ht ht]
```

**Q:** That makes the conditions necessary. Why would they guarantee a global minimum?

**A:** Take $b$ with total one and all $X_j\le 1$, any admissible $c$, and $r_i=E_i(c)/E_i(b)$. Weighting the $x_{ij}$ of $b$ with $c$ and summing over components gives
$$\sum_i z_ir_i=\sum_j c_jX_j\le\sum_j c_j.$$
Therefore
$$Q(c)-Q(b)=\sum_j c_j-1-\sum_i z_i\log r_i\ \ge\ \sum_i z_i\,(r_i-1-\log r_i).$$
Each term on the right is nonnegative, since $\log r\le r-1$. In the next proof, `h1` is the first display and `h2` rearranges the logarithms.

```lean
/-- Let the feed sum to one, the `K_ij` be positive, and `b` be admissible of total one with
`∑_i x_ij ≤ 1` in every phase. Then for any admissible `c` the objective at `c` minus that at `b` is
at least `∑_i z_i (r_i - 1 - log r_i)`, where `r_i = E_i(c) / E_i(b)`. -/
theorem flashQ_gap (hz1 : ∑ i, z i = 1) (hK : ∀ i j, 0 < K i j) (hb : Admissible b)
    (hb1 : ∑ j, b j = 1) (hle : ∀ j, ∑ i, phaseFrac z K b i j ≤ 1) (hc : Admissible c) :
    ∑ i, z i * (phaseSum K c i / phaseSum K b i - 1 -
      Real.log (phaseSum K c i / phaseSum K b i)) ≤ flashQ z K c - flashQ z K b := by
  have h1 : ∑ i, z i * (phaseSum K c i / phaseSum K b i) ≤ ∑ j, c j := by
    rw [← Finset.sum_congr rfl fun i _ => sum_mul_phaseFrac z K b c i, Finset.sum_comm]
    refine Finset.sum_le_sum fun j _ => ?_
    rw [← Finset.mul_sum]
    exact mul_le_of_le_one_right (hc.1 j) (hle j)
  have h2 : ∀ i, z i * (phaseSum K c i / phaseSum K b i - 1 -
      Real.log (phaseSum K c i / phaseSum K b i)) =
      z i * (phaseSum K c i / phaseSum K b i) - z i -
      (z i * Real.log (phaseSum K c i) - z i * Real.log (phaseSum K b i)) := fun i => by
    rw [Real.log_div (phaseSum_pos hK hc i).ne' (phaseSum_pos hK hb i).ne']
    ring
  rw [Finset.sum_congr rfl fun i _ => h2 i]
  simp only [Finset.sum_sub_distrib, flashQ]
  linarith
```

**Q:** You still owe me the equality in the phases that are present.

**A:** Sum the material balance over components: $\sum_j b_jX_j=1$, which is `hbal`. At a minimum $\sum_j b_j=1$ as well, while each $b_jX_j\le b_j$. Equal sums force equality term by term, so $X_j=1$ wherever $b_j>0$.

Conversely, suppose that every $X_j\le 1$, with $X_j=1$ wherever $b_j>0$. Then $\sum_j b_j=\sum_j b_jX_j=1$, and the bound on $Q(c)-Q(b)$ proves minimality.

Read in words, the theorem says that admissible amounts minimize $Q$ exactly when every $X_j\le 1$, with equality in each phase present. Its second part says that a minimizer has total one. An absent phase may also have $X_j=1$; it is then on the verge of appearing.

```lean
/-- Multiphase flash criterion: for a positive feed summing to one and positive `K_ij`,
admissible phase amounts minimize the flash objective iff the `x_ij` of every phase sum to at
most one, and to exactly one in each phase present. At a minimum the total amount is one. -/
theorem isFlashMin_iff (hz : ∀ i, 0 < z i) (hz1 : ∑ i, z i = 1) (hK : ∀ i j, 0 < K i j)
    (hb : Admissible b) :
    (IsFlashMin z K b ↔ ∀ j, ∑ i, phaseFrac z K b i j ≤ 1 ∧
      (0 < b j → ∑ i, phaseFrac z K b i j = 1)) ∧
    (IsFlashMin z K b → ∑ j, b j = 1) := by
  -- the material balance summed over all components
  have hbal : ∑ j, b j * ∑ i, phaseFrac z K b i j = 1 := by
    simp only [Finset.mul_sum]
    rw [Finset.sum_comm, Finset.sum_congr rfl fun i _ => material_balance hK hb i, hz1]
  refine ⟨⟨fun hm => ?_, fun h => ⟨hb, fun c hc => ?_⟩⟩, total_eq_one hz1 hK⟩
  · have hle := sum_phaseFrac_le_one hz hK hm
    have hle' : ∀ j ∈ Finset.univ, b j * ∑ i, phaseFrac z K b i j ≤ b j :=
      fun j _ => mul_le_of_le_one_right (hb.1 j) (hle j)
    have heq := (Finset.sum_eq_sum_iff_of_le hle').mp
      (hbal.trans (total_eq_one hz1 hK hm).symm)
    exact fun j => ⟨hle j, fun hj => mul_left_cancel₀ hj.ne'
      ((heq j (Finset.mem_univ j)).trans (mul_one _).symm)⟩
  · have hb1 : ∑ j, b j = 1 := by
      refine Eq.trans (Finset.sum_congr rfl fun j _ => ?_) hbal
      rcases (hb.1 j).eq_or_lt with h0 | hj
      · rw [← h0, zero_mul]
      · rw [(h j).2 hj, mul_one]
    have hgap := flashQ_gap hz1 hK hb hb1 (fun j => (h j).1) hc
    have hnn : 0 ≤ ∑ i, z i * (phaseSum K c i / phaseSum K b i - 1 -
        Real.log (phaseSum K c i / phaseSum K b i)) :=
      Finset.sum_nonneg fun i _ => mul_nonneg (hz i).le (sub_nonneg.mpr
        (Real.log_le_sub_one_of_pos (div_pos (phaseSum_pos hK hc i) (phaseSum_pos hK hb i))))
    linarith
```

**Q:** Show me where this enters an actual calculation.

**A:** Take two components with $z=(\tfrac12,\tfrac12)$ and two phases, with $K_{11}=K_{21}=1$, $K_{12}=2$ and $K_{22}=\tfrac12$. Start with phase 1 alone, $b=(1,0)$. Then $E=(1,1)$ and $X_2=1+\tfrac14=\tfrac54>1$, so phase 2 must be brought in.

With $b=(1-s,s)$ we have $E=(1+s,\,1-s/2)$, and $X_1=1$ becomes $s^2=s/2$. The nonzero root $s=\tfrac12$ gives the composition $(\tfrac13,\tfrac23)$ in phase 1 and $(\tfrac23,\tfrac13)$ in phase 2. Both sums are one, so this is the minimum.

In process or reservoir simulation with an equation of state, this solve at fixed coefficients can serve as an inner step. The coefficients are then recomputed from the normalised compositions, and the solve is repeated until they settle.

**Q:** And the smallest case, a pure substance?

**A:** With one component, $z_1=1$ and the conditions read $K_{1j}\le E_1$, with equality in the phases present. So only phases with the largest $K_{1j}$, that is, the lowest fugacity coefficient, can occur. Here the coefficients really are constants at fixed temperature and pressure, because there is no composition to vary. If liquid and vapour tie, as at the boiling point, every split with total one is a minimum.

**Q:** Then the phase amounts are not unique. What is?

**A:** The $x_{ij}$ are, in absent phases too. If $b$ and $c$ both minimize $Q$, then $Q(c)-Q(b)=0$, so every term $z_i(r_i-1-\log r_i)$ vanishes. Since $z_i>0$, and $\log r<r-1$ for positive $r\neq1$, each $r_i=1$. The two vectors share all $E_i$, and hence all $x_{ij}$. In the proof, `h1` obtains $r_i=1$ by contradiction and `h2` turns it into equality of the sums.

The theorem compares minimizers that are given; it does not state that one exists.

```lean
/-- For a positive feed summing to one and positive `K_ij`, any two minima of the flash
objective have the same `x_ij` in every phase. -/
theorem phaseFrac_unique (hz : ∀ i, 0 < z i) (hz1 : ∑ i, z i = 1) (hK : ∀ i j, 0 < K i j)
    (hb : IsFlashMin z K b) (hc : IsFlashMin z K c) : phaseFrac z K b = phaseFrac z K c := by
  have hr : ∀ i, 0 < phaseSum K c i / phaseSum K b i :=
    fun i => div_pos (phaseSum_pos hK hc.1 i) (phaseSum_pos hK hb.1 i)
  have hgap := flashQ_gap hz1 hK hb.1 (total_eq_one hz1 hK hb)
    (sum_phaseFrac_le_one hz hK hb) hc.1
  funext i j
  -- a ratio different from one would make the gap positive
  have h1 : phaseSum K c i / phaseSum K b i = 1 := by
    by_contra hne
    have hpos : 0 < ∑ i, z i * (phaseSum K c i / phaseSum K b i - 1 -
        Real.log (phaseSum K c i / phaseSum K b i)) :=
      Finset.sum_pos' (fun k _ => mul_nonneg (hz k).le
        (sub_nonneg.mpr (Real.log_le_sub_one_of_pos (hr k))))
        ⟨i, Finset.mem_univ i, mul_pos (hz i)
          (sub_pos.mpr (Real.log_lt_sub_one_of_pos (hr i) hne))⟩
    linarith [hc.2 b hb.1]
  have h2 := (div_eq_one_iff_eq (phaseSum_pos hK hb.1 i).ne').mp h1
  unfold phaseFrac
  rw [h2]

end

end MultiphaseFlash
```

```lean
#print axioms MultiphaseFlash.isFlashMin_iff
-- 'MultiphaseFlash.isFlashMin_iff' depends on axioms: [propext, Classical.choice, Quot.sound]
#print axioms MultiphaseFlash.phaseFrac_unique
-- 'MultiphaseFlash.phaseFrac_unique' depends on axioms: [propext, Classical.choice, Quot.sound]
```
